# A matrix element vanishes for every totally symmetric operator exactly when the group sum of $vu^\dagger$ is zero (finite group, unitary matrices)

## When the character table says "allowed" and the element is always zero

The selection rule I was taught works in one direction only, and its other answer is unreliable. In $C_{3v}$ the orbitals $p_x$ and $p_y$ both belong to $E$, and $E \otimes A_1 \otimes E$ contains $A_1$, so the character table calls the element $\langle p_x, V p_y\rangle$ of a totally symmetric operator $V$ allowed. Yet it vanishes for every such $V$, because the two orbitals are orthogonal partners in one irreducible representation. For states that are not symmetry-adapted the table gives no direct answer until they are decomposed into symmetry-adapted parts. So I can't tell from the label "allowed" whether some symmetric operator really connects two given states.

My guess, for a finite group acting by unitary matrices $D(g)$ on a finite-dimensional complex space, is this: for vectors $u$ and $v$, the element $\langle u, Vv\rangle$ vanishes for all matrices $V$ that commute with every $D(g)$ if and only if $\sum_g D(g)\, v u^\dagger D(g)^\dagger = 0$, with $\dagger$ the conjugate transpose. Is that right in both directions? Does it survive if only Hermitian $V$ are admitted, and how does it reduce to a sum over characters? I would like to see it derived carefully and checked in Lean.

## The group sum decides the question in both directions

The guess is right, it holds for Hermitian operators alone, and it reduces to a character sum when each state spans a one-dimensional representation.

### From the matrix element to a sum of squares

Let $G$ be a finite group with $|G|$ elements and let $D$ assign to each $g \in G$ a unitary matrix, with $D(hg) = D(h)D(g)$. Call a matrix $V$ symmetric if $D(g)V = VD(g)$ for all $g$; the word refers to the group and not to the transpose. For column vectors $u, v$ the inner product is $\langle u, v\rangle = \sum_i \bar u_i v_i$, and the transition matrix $T = vu^\dagger$ has entries $T_{ij} = v_i \bar u_j$. For any matrix $A$ the group sum is
$$S(A) = \sum_{g \in G} D(g)\, A\, D(g)^\dagger .$$

First, the matrix element is a trace:
$$\operatorname{tr}(VT) = \sum_{i,j} V_{ij} T_{ji} = \sum_{i,j} \bar u_i V_{ij} v_j = \langle u, Vv\rangle .$$

Second, a symmetric $V$ cannot distinguish $A$ from its transforms. Moving $V$ through $D(g)$, then using cyclicity of the trace and $D(g)^\dagger D(g) = 1$,
$$\operatorname{tr}\big(V D(g) A D(g)^\dagger\big) = \operatorname{tr}\big(D(g) V A D(g)^\dagger\big) = \operatorname{tr}\big(D(g)^\dagger D(g) V A\big) = \operatorname{tr}(VA),$$
and summing over $g$ gives
$$\operatorname{tr}\big(V S(A)\big) = |G| \operatorname{tr}(VA). \tag{1}$$
If $S(A) = 0$, then $\operatorname{tr}(VA) = 0$ for every symmetric $V$, because $|G| \neq 0$. With $A = T$ this is the familiar direction.

Third, $S(A)$ is itself symmetric. For $h \in G$,
$$D(h) S(A) D(h)^\dagger = \sum_g D(hg)\, A\, D(hg)^\dagger = S(A),$$
since $hg$ runs once through $G$ as $g$ does. Multiplying on the right by $D(h)$ gives $D(h)S(A) = S(A)D(h)$.

Fourth, the adjoint of a symmetric $V$ is symmetric. Writing $D$ for $D(g)$, the adjoint of $DV = VD$ is $V^\dagger D^\dagger = D^\dagger V^\dagger$, and so $DV^\dagger = D V^\dagger D^\dagger D = D D^\dagger V^\dagger D = V^\dagger D$.

Now suppose $\operatorname{tr}(VA) = 0$ for every symmetric $V$, and abbreviate $S = S(A)$. The matrix $S^\dagger$ is symmetric, so it is one of the admitted operators, and (1) gives
$$\sum_{i,j} |S_{ij}|^2 = \operatorname{tr}(S^\dagger S) = |G| \operatorname{tr}(S^\dagger A) = 0,$$
which forces $S = 0$. Setting $A = T$ completes the equivalence.

For the Hermitian version, assume only that the element vanishes for Hermitian symmetric operators, and let $V$ be any symmetric matrix. Both $V + V^\dagger$ and $i(V - V^\dagger)$ are Hermitian and symmetric, so $\operatorname{tr}(VT) + \operatorname{tr}(V^\dagger T) = 0$ and, after cancelling $i$, $\operatorname{tr}(VT) - \operatorname{tr}(V^\dagger T) = 0$. Half the sum of the two equations is $\operatorname{tr}(VT) = 0$.

For the character version, suppose there are complex numbers $\alpha(g), \beta(g)$ with $D(g)u = \alpha(g)u$ and $D(g)v = \beta(g)v$. Then $D(g)\, vu^\dagger D(g)^\dagger = (D(g)v)(D(g)u)^\dagger = \beta(g)\overline{\alpha(g)}\, vu^\dagger$, so
$$S(vu^\dagger) = \Big(\sum_g \beta(g)\overline{\alpha(g)}\Big)\, vu^\dagger .$$
If $u_j \ne 0$ and $v_i \ne 0$ for some $i, j$, the entry $v_i\bar u_j$ is nonzero, and the group sum vanishes exactly when the scalar sum does.

### The Lean file

```lean
import Mathlib

open Matrix
open scoped ComplexOrder

namespace ConverseSelectionRule

variable {G n : Type*} [Group G] [Fintype G] [Fintype n] [DecidableEq n]

/-- The matrix element `⟨u, V v⟩` of the operator `V` between the states `u` and `v`. -/
def matrixElement (u : n → ℂ) (V : Matrix n n ℂ) (v : n → ℂ) : ℂ :=
  star u ⬝ᵥ V *ᵥ v

/-- The transition matrix `v u*` of the pair of states `u`, `v`. -/
def transition (u v : n → ℂ) : Matrix n n ℂ :=
  vecMulVec v (star u)

/-- An operator is totally symmetric if it commutes with every representation matrix `D(g)`. -/
def IsSymmetricOp (D : G →* unitaryGroup n ℂ) (V : Matrix n n ℂ) : Prop :=
  ∀ g, (D g : Matrix n n ℂ) * V = V * (D g : Matrix n n ℂ)

/-- The group sum `∑_g D(g) A D(g)*` of the transforms of a matrix `A`. -/
def groupSum (D : G →* unitaryGroup n ℂ) (A : Matrix n n ℂ) : Matrix n n ℂ :=
  ∑ g, (D g : Matrix n n ℂ) * A * (D g : Matrix n n ℂ)ᴴ

omit [DecidableEq n] in
/-- The matrix element `⟨u, V v⟩` is the trace of `V` times the transition matrix `v u*`. -/
theorem matrixElement_eq_trace (u v : n → ℂ) (V : Matrix n n ℂ) :
    matrixElement u V v = trace (V * transition u v) := by
  simp only [matrixElement, transition, trace, diag_apply, mul_apply, vecMulVec_apply,
    dotProduct, mulVec, Finset.mul_sum]
  exact Finset.sum_congr rfl fun i _ => Finset.sum_congr rfl fun j _ => by ring

omit [Fintype G] in
/-- The adjoint of a totally symmetric operator is totally symmetric. -/
theorem IsSymmetricOp.adjoint {D : G →* unitaryGroup n ℂ} {V : Matrix n n ℂ}
    (hV : IsSymmetricOp D V) : IsSymmetricOp D Vᴴ := by
  intro g
  have h1 : (D g : Matrix n n ℂ)ᴴ * D g = 1 := (D g).2.1
  have h2 : (D g : Matrix n n ℂ) * (D g : Matrix n n ℂ)ᴴ = 1 := (D g).2.2
  have h3 : Vᴴ * (D g : Matrix n n ℂ)ᴴ = (D g : Matrix n n ℂ)ᴴ * Vᴴ := by
    rw [← conjTranspose_mul, ← conjTranspose_mul, hV g]
  calc (D g : Matrix n n ℂ) * Vᴴ
      = D g * Vᴴ * ((D g : Matrix n n ℂ)ᴴ * D g) := by rw [h1, mul_one]
    _ = D g * (Vᴴ * (D g : Matrix n n ℂ)ᴴ) * D g := by simp only [mul_assoc]
    _ = (D g * (D g : Matrix n n ℂ)ᴴ) * Vᴴ * D g := by rw [h3]; simp only [mul_assoc]
    _ = Vᴴ * D g := by rw [h2, one_mul]

/-- For a totally symmetric `V`, the trace of `V` against the group sum of `A` is the group
order times the trace of `V A`. -/
theorem trace_mul_groupSum {D : G →* unitaryGroup n ℂ} {V : Matrix n n ℂ}
    (hV : IsSymmetricOp D V) (A : Matrix n n ℂ) :
    trace (V * groupSum D A) = (Fintype.card G : ℂ) * trace (V * A) := by
  have key : ∀ g, trace (V * ((D g : Matrix n n ℂ) * A * (D g : Matrix n n ℂ)ᴴ))
      = trace (V * A) := by
    intro g
    have h1 : (D g : Matrix n n ℂ)ᴴ * D g = 1 := (D g).2.1
    -- move `V` through `D g`, then use cyclicity and unitarity
    have h2 : V * ((D g : Matrix n n ℂ) * A * (D g : Matrix n n ℂ)ᴴ)
        = (D g * (V * A)) * (D g : Matrix n n ℂ)ᴴ := by
      rw [← mul_assoc, ← mul_assoc, ← hV g]; simp only [mul_assoc]
    rw [h2, trace_mul_comm, ← mul_assoc, h1, one_mul]
  unfold groupSum
  rw [Finset.mul_sum, trace_sum]
  simp only [key, Finset.sum_const, Finset.card_univ, nsmul_eq_mul]

/-- The trace of `V A` vanishes for every totally symmetric `V` exactly when the group sum of
`A` is zero. -/
theorem trace_vanishes_iff (D : G →* unitaryGroup n ℂ) (A : Matrix n n ℂ) :
    (∀ V, IsSymmetricOp D V → trace (V * A) = 0) ↔ groupSum D A = 0 := by
  constructor
  · intro H
    -- rearrangement `g ↦ h g` shows that the group sum is a symmetric operator
    have hS : IsSymmetricOp D (groupSum D A) := by
      intro h
      have h1 : (D h : Matrix n n ℂ)ᴴ * D h = 1 := (D h).2.1
      have hm : ∀ g, (D (h * g) : Matrix n n ℂ) = (D h : Matrix n n ℂ) * D g := by
        intro g; rw [map_mul]; rfl
      have e := Equiv.sum_comp (Equiv.mulLeft h)
        (fun g => (D g : Matrix n n ℂ) * A * (D g : Matrix n n ℂ)ᴴ)
      have h2 : D h * groupSum D A * (D h : Matrix n n ℂ)ᴴ = groupSum D A := by
        unfold groupSum
        rw [Finset.mul_sum, Finset.sum_mul]
        refine Eq.trans (Finset.sum_congr rfl fun g _ => ?_) e
        simp only [Equiv.coe_mulLeft, hm, conjTranspose_mul, mul_assoc]
      calc (D h : Matrix n n ℂ) * groupSum D A
          = D h * groupSum D A * ((D h : Matrix n n ℂ)ᴴ * D h) := by rw [h1, mul_one]
        _ = groupSum D A * D h := by rw [← mul_assoc, h2]
    -- test with the adjoint of the group sum itself
    have h0 : trace ((groupSum D A)ᴴ * groupSum D A) = 0 := by
      rw [trace_mul_groupSum hS.adjoint, H _ hS.adjoint, mul_zero]
    exact trace_conjTranspose_mul_self_eq_zero_iff.mp h0
  · intro H V hV
    have h := trace_mul_groupSum hV A
    rw [H, mul_zero, trace_zero] at h
    have hc : (Fintype.card G : ℂ) ≠ 0 := Nat.cast_ne_zero.mpr Fintype.card_ne_zero
    exact (mul_eq_zero.mp h.symm).resolve_left hc

/-- Selection rule with its converse: `⟨u, V v⟩ = 0` for every totally symmetric operator `V`
if and only if `∑_g D(g) v u* D(g)* = 0`. -/
theorem selection_rule_iff (D : G →* unitaryGroup n ℂ) (u v : n → ℂ) :
    (∀ V, IsSymmetricOp D V → matrixElement u V v = 0) ↔
      groupSum D (transition u v) = 0 := by
  simp only [matrixElement_eq_trace]
  exact trace_vanishes_iff D _

/-- The same criterion with Hermitian operators only: `⟨u, V v⟩ = 0` for every Hermitian
totally symmetric `V` if and only if `∑_g D(g) v u* D(g)* = 0`. -/
theorem selection_rule_hermitian_iff (D : G →* unitaryGroup n ℂ) (u v : n → ℂ) :
    (∀ V, V.IsHermitian → IsSymmetricOp D V → matrixElement u V v = 0) ↔
      groupSum D (transition u v) = 0 := by
  rw [← selection_rule_iff]
  refine ⟨fun H V hV => ?_, fun H V _ hV => H V hV⟩
  have hW := hV.adjoint
  -- split `V` into Hermitian and anti-Hermitian parts
  have h1 := H (V + Vᴴ) (isHermitian_add_transpose_self V) (fun g => by
    rw [mul_add, add_mul, hV g, hW g])
  have hH : (Complex.I • (V - Vᴴ)).IsHermitian := by
    unfold IsHermitian
    rw [conjTranspose_smul, conjTranspose_sub, conjTranspose_conjTranspose, Complex.star_def,
      Complex.conj_I, neg_smul, ← smul_neg, neg_sub]
  have h2 := H (Complex.I • (V - Vᴴ)) hH (fun g => by
    rw [Matrix.mul_smul, Matrix.smul_mul, mul_sub, sub_mul, hV g, hW g])
  rw [matrixElement_eq_trace, add_mul, trace_add] at h1
  rw [matrixElement_eq_trace, Matrix.smul_mul, trace_smul, sub_mul, trace_sub, smul_eq_mul] at h2
  have h3 := (mul_eq_zero.mp h2).resolve_left Complex.I_ne_zero
  rw [matrixElement_eq_trace]
  linear_combination (1 / 2 : ℂ) * h1 + (1 / 2 : ℂ) * h3

/-- If `D(g) u = α(g) u` and `D(g) v = β(g) v` for all `g`, the group sum of `v u*` is
`v u*` times `∑_g β(g) conj α(g)`. -/
theorem groupSum_of_characters (D : G →* unitaryGroup n ℂ) (u v : n → ℂ) (α β : G → ℂ)
    (hu : ∀ g, (D g : Matrix n n ℂ) *ᵥ u = α g • u)
    (hv : ∀ g, (D g : Matrix n n ℂ) *ᵥ v = β g • v) :
    groupSum D (transition u v) = (∑ g, β g * star (α g)) • transition u v := by
  unfold groupSum
  rw [Finset.sum_smul]
  refine Finset.sum_congr rfl fun g _ => ?_
  -- `D v u* D* = (D v)(D u)*`
  have h : (D g : Matrix n n ℂ) * transition u v * (D g : Matrix n n ℂ)ᴴ
      = transition ((D g : Matrix n n ℂ) *ᵥ u) ((D g : Matrix n n ℂ) *ᵥ v) := by
    unfold transition
    rw [mul_vecMulVec, vecMulVec_mul, Matrix.star_mulVec]
  rw [h, hu, hv]
  ext i j
  simp only [transition, vecMulVec_apply, Pi.star_apply, Pi.smul_apply, Matrix.smul_apply,
    smul_eq_mul, star_mul']
  ring

/-- For nonzero states with `D(g) u = α(g) u` and `D(g) v = β(g) v`, the element `⟨u, V v⟩`
vanishes for all totally symmetric `V` if and only if `∑_g β(g) conj α(g) = 0`. -/
theorem selection_rule_characters_iff (D : G →* unitaryGroup n ℂ) (u v : n → ℂ) (α β : G → ℂ)
    (hu0 : u ≠ 0) (hv0 : v ≠ 0)
    (hu : ∀ g, (D g : Matrix n n ℂ) *ᵥ u = α g • u)
    (hv : ∀ g, (D g : Matrix n n ℂ) *ᵥ v = β g • v) :
    (∀ V, IsSymmetricOp D V → matrixElement u V v = 0) ↔ ∑ g, β g * star (α g) = 0 := by
  obtain ⟨j, hj⟩ := Function.ne_iff.mp hu0
  obtain ⟨i, hi⟩ := Function.ne_iff.mp hv0
  have hT : transition u v ≠ 0 := by
    intro h
    have hij : v i * star (u j) = 0 := congrFun (congrFun h i) j
    exact mul_ne_zero hi (star_ne_zero.mpr hj) hij
  rw [selection_rule_iff, groupSum_of_characters D u v α β hu hv, smul_eq_zero]
  exact or_iff_left hT

end ConverseSelectionRule
```

```lean
#print axioms ConverseSelectionRule.trace_vanishes_iff
-- 'ConverseSelectionRule.trace_vanishes_iff' depends on axioms: [propext, Classical.choice, Quot.sound]
#print axioms ConverseSelectionRule.selection_rule_hermitian_iff
-- 'ConverseSelectionRule.selection_rule_hermitian_iff' depends on axioms: [propext, Classical.choice, Quot.sound]
#print axioms ConverseSelectionRule.selection_rule_characters_iff
-- 'ConverseSelectionRule.selection_rule_characters_iff' depends on axioms: [propext, Classical.choice, Quot.sound]
```

### How the definitions and theorems read physically

The index type `n` labels an orthonormal basis of a finite-dimensional state space, and a state is a function `n → ℂ`, its column of components. The representation is `D : G →* unitaryGroup n ℂ`, a group homomorphism into the unitary matrices, so unitarity and the product rule are part of its type. It need be neither irreducible nor faithful. The definition `matrixElement u V v` is `star u ⬝ᵥ V *ᵥ v`, which fixes the physicists' convention: the left state is conjugated, the right one enters linearly. `transition u v` is `vecMulVec v (star u)`, the operator $|v\rangle\langle u|$, with the arguments in the order of the matrix element and the factors reversed. The doc comments write $*$ for the adjoint, and the code writes `ᴴ`. `IsSymmetricOp D V` says that $V$ commutes with every $D(g)$, and `groupSum D A` is $S(A)$ without the factor $1/|G|$ of a group average.

The states are not assumed normalised. For nonzero $u, v$ with norms $\|u\|, \|v\|$, passing to unit vectors divides both $\langle u, Vv\rangle$ and $S(vu^\dagger)$ by $\|u\|\,\|v\|$, which does not affect whether they vanish.

`trace_vanishes_iff` is the general statement: for any matrix $A$, the trace of $VA$ vanishes for all symmetric $V$ if and only if $S(A) = 0$. `selection_rule_iff` is the case $A = vu^\dagger$, for arbitrary $u$ and $v$. `selection_rule_hermitian_iff` has the same right-hand side and quantifies only over $V$ with `V.IsHermitian`, the observables. Read contrapositively, it says that a nonzero group sum means that some Hermitian symmetric operator has a nonzero element between the two states.

In `groupSum_of_characters` and `selection_rule_characters_iff`, the hypotheses `hu` and `hv` say that every symmetry operation maps each state to a multiple of itself, as for the $A_1$ or $B_2$ states of $C_{2v}$. They are assumed, and `α β : G → ℂ` are plain functions, with no product rule demanded of them. The hypotheses `hu0` and `hv0` exclude the zero vector, for which every matrix element vanishes while `hu` or `hv` holds with any function at all. The theorem stops at the condition $\sum_g \beta(g)\overline{\alpha(g)} = 0$; the orthogonality relation for characters, which would turn this into $\alpha \ne \beta$, is neither used nor proved in the file.

The scope is narrower than the phrase "selection rule" suggests in spectroscopy. The operators are totally symmetric ones, such as a Hamiltonian or a perturbation that preserves the point group, and dipole components that transform among themselves are not treated. The converse concerns the whole class of symmetric matrices: it gives some $V$ with a nonzero element, and a particular Hamiltonian may still have a zero there for other reasons. Continuous groups, infinite dimension, antiunitary symmetries such as time reversal, and any restriction to real or local operators are not covered. In electronic-structure terms, for a finite orthonormal basis that the point group maps into its own span, $S(vu^\dagger) = 0$ picks out exactly the elements of a Hermitian one-electron matrix that commutation with the point group forces to zero; for a non-orthogonal basis $\chi_\mu$, the matrix $F_{\mu\nu} = \langle \chi_\mu, V\chi_\nu\rangle$ of a symmetric operator satisfies $D(g)^\dagger F D(g) = F$, so the statement applies to $F$ and the coefficient vectors as it stands whenever the matrices $D(g)$ in that basis are unitary (as for two overlapping equivalent $s$ orbitals that are exchanged), and otherwise it can be applied after orthonormalising the basis.

### The proof, lemma by lemma

`matrixElement_eq_trace` unfolds both sides to double sums over the two indices and compares them term by term, where `ring` reorders the three factors. `IsSymmetricOp.adjoint` is the fourth step above: `h1` and `h2` are the two unitarity equations, `h3` is the adjoint of the commutation relation, and the `calc` block inserts $D^\dagger D$, applies `h3`, and removes $DD^\dagger$. In `trace_mul_groupSum`, the statement `key` is the equality for a single $g$, with `h2` moving $V$ through $D(g)$ and `trace_mul_comm` supplying cyclicity. The sum of $|G|$ equal terms then gives (1).

The forward half of `trace_vanishes_iff` proves `hS`, the symmetry of the group sum, and then `h0`, which rewrites $\operatorname{tr}(S^\dagger S)$ by (1) and applies the hypothesis `H` to `hS.adjoint`. Mathlib's `trace_conjTranspose_mul_self_eq_zero_iff` carries out the step from a vanishing sum of squared moduli to $S = 0$; it is stated for an ordered ring of entries, and `open scoped ComplexOrder` provides the partial order on $\mathbb{C}$ whose nonnegative elements are the nonnegative reals. The backward half substitutes $S = 0$ into (1) and discards the factor $|G|$ by `hc`. `selection_rule_iff` rewrites matrix elements as traces and invokes the general theorem.

`selection_rule_hermitian_iff` first replaces its right-hand side by the condition over all symmetric $V$. One direction is then immediate, and in the other `h1` and `h3` are the sum and difference equations, which `linear_combination` adds with weights $1/2$. In `groupSum_of_characters` the statement `h` is $D\,vu^\dagger D^\dagger = (Dv)(Du)^\dagger$, after which the scalars are pulled out entry by entry. The last theorem picks nonzero components `u j` and `v i`, concludes `hT`, and uses `smul_eq_zero` to leave only the scalar sum.

### Relabelling the sum with `Equiv.sum_comp`

The converse turns on the statement that $hg$ runs once through $G$ as $g$ does. In Mathlib, `Equiv.mulLeft h` is the map $g \mapsto hg$ bundled with its inverse $g \mapsto h^{-1}g$ and the proofs that the two undo each other. `Equiv.sum_comp` says that for such a bijection $\pi$ between finite types and any function $f$ into a commutative additive monoid, $\sum_g f(\pi(g)) = \sum_g f(g)$. The term `e` in the proof is this equation for $f(g) = D(g)AD(g)^\dagger$. To use it, the proof distributes $D(h)$ and $D(h)^\dagger$ over the sum, shows with `Finset.sum_congr` that the $g$-th term equals $f(hg)$, and chains that with `e` by `Eq.trans`. The termwise identity uses `hm`, the product rule obtained from `map_mul`, together with `conjTranspose_mul`. No other step in the file multiplies two group elements: identity (1) and the familiar direction use only that each $D(g)$ is unitary and that $|G| \neq 0$.

### The groups of order one and two

The examples below, like the $C_{3v}$ case at the start, are illustrations computed beside the file and are not among its theorems.

For the trivial group, every matrix is symmetric and $S(A) = A$, so the criterion reads $vu^\dagger = 0$, that is, $u = 0$ or $v = 0$: with no symmetry, no pair of nonzero states is forbidden. If `n` is empty, both sides of `selection_rule_iff` hold trivially, and `hu0` cannot be met.

For the group $\{1, \sigma\}$ acting on two equivalent sites labelled $0$ and $1$, let $D(\sigma) = \begin{pmatrix} 0 & 1 \\ 1 & 0\end{pmatrix}$. The symmetric matrices are $V = \begin{pmatrix} a & b \\ b & a\end{pmatrix}$ with complex $a, b$. With $p = v_0\bar u_0 + v_1\bar u_1$ and $q = v_0\bar u_1 + v_1\bar u_0$,
$$S(vu^\dagger) = \begin{pmatrix} p & q \\ q & p \end{pmatrix}, \qquad \langle u, Vv\rangle = ap + bq,$$
which vanishes for all $a, b$ exactly when $p = q = 0$. The bonding and antibonding states $u = (1,1)/\sqrt2$ and $v = (1,-1)/\sqrt2$ give $p = q = 0$, in agreement with the character sum $1\cdot 1 + (-1)\cdot 1 = 0$. The site states $u = (1,0)$ and $v = (0,1)$ give $p = 0$, $q = 1$, so $S = D(\sigma)$, and the test operator $S^\dagger$ has element $\operatorname{tr}(S^\dagger S)/|G| = 2/2 = 1$, a hopping term. If the sum ran over $\sigma$ alone, which is not a group, the commuting operators would be the same, but the single term $D(\sigma)\, vu^\dagger D(\sigma)^\dagger = -vu^\dagger$ for the bonding and antibonding pair would be nonzero although every element vanishes.
